# The inverse of a real positive definite metric factorizes as L Lᵀ

In resolution-of-the-identity methods, the inverse of a metric matrix is often split into two factors. The theorem `exists_metricFactor` says that this can be done for any real positive definite matrix V with a finite index set: there is a real square matrix L of the same size with L Lᵀ = V⁻¹. It does not ask that L be triangular, symmetric or unique, and it assumes nothing about where V comes from. The attempt seeks a library lemma that writes the positive semidefinite matrix V⁻¹ as Bᴴ B, and then takes L = Bᵀ.

An attempt in Lean 4 with a fault in it:

```lean
import Mathlib

open Matrix

namespace ResolutionOfIdentity

noncomputable section

variable {P Q : Type*} [Fintype P] [Fintype Q] [DecidableEq Q]

/-- A square matrix `L` factorizes the inverse metric when `L Lᵀ = V⁻¹`. -/
def IsMetricFactor (V L : Matrix Q Q ℝ) : Prop :=
  L * Lᵀ = V⁻¹

/-- The inverse of a positive definite metric has a square factor. -/
theorem exists_metricFactor {V : Matrix Q Q ℝ} (hV : V.PosDef) :
    ∃ L, IsMetricFactor V L := by
  obtain ⟨B, hB⟩ := Matrix.posSemidef_iff_eq_conjTranspose_mul_self.mp hV.inv.posSemidef
  refine ⟨Bᵀ, ?_⟩
  unfold IsMetricFactor
  rw [hB, transpose_transpose, conjTranspose_eq_transpose_of_trivial]

end

end ResolutionOfIdentity
```

The error:

```
Main.lean:18:20: error(lean.unknownIdentifier): Unknown constant `Matrix.posSemidef_iff_eq_conjTranspose_mul_self.mp`
Main.lean:18:9: error: Tactic `rcases` failed: `x✝ : ?m.12` is not an inductive datatype
```

The first message says that Lean finds no constant under the name `Matrix.posSemidef_iff_eq_conjTranspose_mul_self.mp`, so the factorization the proof relies on is never obtained. The second follows from it: with the term unresolved, its type is the unknown `?m.12`, and `obtain` has no inductive type to split into `B` and `hB`.

The repair does without the missing lemma and builds a factor from the eigenvectors of V⁻¹. The matrix `U` has them as columns, with `U * Uᵀ = 1` and V⁻¹ U = U D, where D is the diagonal matrix of eigenvalues. The new L is U √D. The step `hD` shows that √D √D = D, using `Real.mul_self_sqrt`, which needs the eigenvalues to be nonnegative; positive definiteness supplies this. The last `rw` is replaced to suit the new factor: it regroups the product so that L Lᵀ becomes U D Uᵀ, then V⁻¹ U Uᵀ, and finally V⁻¹.

As a diff, the version that Lean accepts:

```diff
@@ -16,8 +16,26 @@
 theorem exists_metricFactor {V : Matrix Q Q ℝ} (hV : V.PosDef) :
     ∃ L, IsMetricFactor V L := by
-  obtain ⟨B, hB⟩ := Matrix.posSemidef_iff_eq_conjTranspose_mul_self.mp hV.inv.posSemidef
-  refine ⟨Bᵀ, ?_⟩
+  have hA : (V⁻¹).PosDef := hV.inv
+  -- orthonormal eigenvectors of the inverse metric, as columns of `U`
+  obtain ⟨U, hU, hAU⟩ : ∃ U : Matrix Q Q ℝ, U * Uᵀ = 1 ∧
+      V⁻¹ * U = U * diagonal hA.1.eigenvalues := by
+    refine ⟨(hA.1.eigenvectorUnitary : Matrix Q Q ℝ), ?_, ?_⟩
+    · have h := mem_unitaryGroup_iff.mp hA.1.eigenvectorUnitary.2
+      rwa [star_eq_conjTranspose, conjTranspose_eq_transpose_of_trivial] at h
+    · ext i j
+      have h := congrFun (hA.1.mulVec_eigenvectorBasis j) i
+      rw [mul_diagonal]
+      exact h.trans (mul_comm _ _)
+  have hD : diagonal (fun i => √(hA.1.eigenvalues i)) *
+      diagonal (fun i => √(hA.1.eigenvalues i)) = diagonal hA.1.eigenvalues := by
+    rw [diagonal_mul_diagonal]
+    congr 1
+    funext i
+    exact Real.mul_self_sqrt (hA.eigenvalues_pos i).le
+  -- scale each eigenvector by the square root of its eigenvalue
+  refine ⟨U * diagonal (fun i => √(hA.1.eigenvalues i)), ?_⟩
   unfold IsMetricFactor
-  rw [hB, transpose_transpose, conjTranspose_eq_transpose_of_trivial]
+  rw [transpose_mul, diagonal_transpose, Matrix.mul_assoc, ← Matrix.mul_assoc (diagonal _),
+    hD, ← Matrix.mul_assoc, ← hAU, Matrix.mul_assoc, hU, Matrix.mul_one]
 
 end
```
